# Reweighting efficiency decays exponentially with the number of independent Gaussian path modes at a fixed nonzero quadratic action correction

Let $x_1,\dots,x_N$ be independent centred normal variables of variance $s>0$, and let each sample carry the weight $W=\exp(-c\sum_i x_i^2)$ with a real constant $c$ satisfying $1+4cs>0$. With $\langle\cdot\rangle$ for the mean over the unweighted distribution, the reweighting efficiency is

$$E_N=\frac{\langle W\rangle^2}{\langle W^2\rangle}=\left(\frac{\sqrt{1+4cs}}{1+2cs}\right)^{N}.$$

For $c\neq0$ the base is below one, so $E_N\to0$ as $N$ grows at fixed $c$ and $s$. With $q=2cs/(1+2cs)$,

$$1-Nq^2\;\le\;E_N^2=(1-q^2)^N\;\le\;e^{-Nq^2},$$

and keeping $E_N\ge\eta$ for a prescribed $\eta>0$ requires $Nq^2\le-2\log\eta$.

## Effective sample size when primitive paths are reweighted

A path-integral Monte Carlo code can sample paths from the primitive action and correct the averages afterwards with weights taken from an improved action. In this model the $x_i$ are path modes under the primitive action, and $c$ is the strength of the correction. For a harmonic potential, for example, a correction proportional to the squared force is quadratic in the coordinates.

From $M$ independent paths with weights $W_k$, a code can estimate the effective number of samples as $(\sum_k W_k)^2/\sum_k W_k^2$, which for large enough $M$ at a given $N$ is close to $M E_N$. In this model of independent, equally wide modes, holding $M E_N$ fixed while $N$ grows at fixed $s$ and $c\neq0$ takes a number of paths proportional to $1/E_N$, which is exponential in $N$. The estimate itself can hide the problem: for positive weights it is never below one, however small $M E_N$ is.

The bounds also say how weak the correction must be. For $N\ge1$ and a fixed $0<\eta\le1$, an efficiency of at least $\eta$ needs $|q|\le\sqrt{-2\log\eta}/\sqrt N$, so the correction per mode has to shrink at least as fast as $1/\sqrt N$.

## From one Gaussian integral to $N$ modes

For one mode and a coupling $a$ with $1+2as>0$, the correction only changes the width of the Gaussian:

$$\langle e^{-ax^2}\rangle=\frac{1}{\sqrt{2\pi s}}\int_{-\infty}^{\infty} \exp\!\left(-\frac{1+2as}{2s}\,x^2\right)dx=\frac{1}{\sqrt{2\pi s}}\sqrt{\frac{2\pi s}{1+2as}}=\frac{1}{\sqrt{1+2as}}.$$

The weight is a product over modes and the modes are independent, so its mean is the $N$-th power of this value. Squaring $W$ doubles the coupling. Both couplings are admissible, because $1+4cs>0$ implies $1+2cs>\tfrac12$. Hence

$$\langle W\rangle=(1+2cs)^{-N/2},\qquad \langle W^2\rangle=(1+4cs)^{-N/2},$$

and dividing $\langle W\rangle^2$ by $\langle W^2\rangle$ gives the closed form.

Write $r=\sqrt{1+4cs}/(1+2cs)$ for the factor per mode. Since $(1+2cs)^2-(1+4cs)=(2cs)^2$,

$$r^2=1-\frac{(2cs)^2}{(1+2cs)^2}=1-q^2.$$

For $c\ne0$ this gives $0<r<1$, and therefore $r^N\to0$.

For the bounds, set $t=q^2$, so that $0\le t<1$. Bernoulli's inequality gives $(1-t)^N\ge1-Nt$, and $1-t\le e^{-t}$ gives $(1-t)^N\le e^{-Nt}$. If $E_N\ge\eta>0$, then $\eta^2\le E_N^2\le e^{-Nq^2}$, and taking logarithms yields $Nq^2\le-2\log\eta$.

## A correction with $cs=0.11$

Here $1+4cs=1.44$ and $1+2cs=1.22$, so the factor per mode is $r=1.2/1.22=60/61\approx0.984$. One mode costs less than two per cent of the efficiency. A hundred modes leave

$$E_{100}=(60/61)^{100}\approx0.19.$$

Now require $\eta=0.1$. With $q=0.22/1.22=11/61$ we have $q^2=121/3721\approx0.03252$, and the size bound gives $N\le4.605/0.03252\approx141.6$, that is, at most 141 modes. The closed form puts the actual limit at 139, so the simple bound is close for a correction this weak.

## The Lean source

```lean
import Mathlib

open MeasureTheory ProbabilityTheory Filter
open scoped NNReal Topology

namespace GaussianActionReweighting

noncomputable section

/-- The primitive path distribution: `N` independent centred normal modes of variance `s`. -/
def pathMeasure (N : ℕ) (s : ℝ≥0) : Measure (Fin N → ℝ) :=
  Measure.pi fun _ => gaussianReal 0 s

/-- The reweighting factor `exp (-c ∑ x_i ^ 2)` for a quadratic correction to the action. -/
def weight {N : ℕ} (c : ℝ) (x : Fin N → ℝ) : ℝ :=
  Real.exp (-c * ∑ i, x i ^ 2)

/-- The reweighting efficiency `(mean W) ^ 2 / mean (W ^ 2)` over primitive paths, meant for
weights `W` with a finite second moment. -/
def efficiency (N : ℕ) (s : ℝ≥0) (c : ℝ) : ℝ :=
  (∫ x, weight c x ∂pathMeasure N s) ^ 2 / ∫ x, weight c x ^ 2 ∂pathMeasure N s

/-- For one normal mode of variance `s > 0`, the mean of `exp (-a x ^ 2)` is positive and equals
`1 / √(1 + 2 a s)`, provided `1 + 2 a s > 0`. -/
theorem mean_single_mode {s : ℝ≥0} (hs : 0 < s) {a : ℝ} (ha : 0 < 1 + 2 * a * s) :
    0 < (∫ x, Real.exp (-a * x ^ 2) ∂gaussianReal 0 s) ∧
      (∫ x, Real.exp (-a * x ^ 2) ∂gaussianReal 0 s) = 1 / √(1 + 2 * a * s) := by
  suffices h0 : (∫ x, Real.exp (-a * x ^ 2) ∂gaussianReal 0 s) = 1 / √(1 + 2 * a * s) from
    ⟨by rw [h0]; exact one_div_pos.2 (Real.sqrt_pos.2 ha), h0⟩
  have hs' : (0 : ℝ) < s := by exact_mod_cast hs
  have hb : (1 + 2 * a * s) / (2 * s) = 1 / (2 * (s : ℝ)) + a := by
    rw [add_div]
    congr 1
    rw [div_eq_iff (by positivity)]
    ring
  -- the correction only changes the width of the Gaussian
  have h : ∀ x : ℝ, gaussianPDFReal 0 s x • Real.exp (-a * x ^ 2) =
      (√(2 * Real.pi * s))⁻¹ * Real.exp (-((1 + 2 * a * s) / (2 * s)) * x ^ 2) := by
    intro x
    rw [gaussianPDFReal, smul_eq_mul, mul_assoc, ← Real.exp_add, hb]
    congr 2
    ring
  rw [integral_gaussianReal_eq_integral_smul hs.ne']
  simp_rw [h]
  rw [integral_const_mul, integral_gaussian, div_div_eq_mul_div,
    show Real.pi * (2 * (s : ℝ)) = 2 * Real.pi * s by ring,
    Real.sqrt_div (by positivity)]
  have hp : √(2 * Real.pi * s) ≠ 0 := (Real.sqrt_pos.2 (by positivity)).ne'
  rw [← mul_div_assoc, inv_mul_cancel₀ hp]

/-- For `N` independent modes of variance `s > 0` the mean weight is positive and equals the `N`-th
power of `1 / √(1 + 2 a s)`, provided `1 + 2 a s > 0`. -/
theorem mean_weight {N : ℕ} {s : ℝ≥0} (hs : 0 < s) {a : ℝ} (ha : 0 < 1 + 2 * a * s) :
    0 < (∫ x, weight a x ∂pathMeasure N s) ∧
      (∫ x, weight a x ∂pathMeasure N s) = (1 / √(1 + 2 * a * s)) ^ N := by
  suffices h0 : (∫ x, weight a x ∂pathMeasure N s) = (1 / √(1 + 2 * a * s)) ^ N from
    ⟨by rw [h0]; exact pow_pos (one_div_pos.2 (Real.sqrt_pos.2 ha)) N, h0⟩
  have h : ∀ x : Fin N → ℝ, weight a x = ∏ i, Real.exp (-a * x i ^ 2) := by
    intro x
    rw [weight, Finset.mul_sum, Real.exp_sum]
  simp_rw [h, pathMeasure]
  -- independence factorises the integral
  refine (integral_fintype_prod_eq_prod
    (f := fun (_ : Fin N) (y : ℝ) => Real.exp (-a * y ^ 2))).trans ?_
  simp only [(mean_single_mode hs ha).2, Finset.prod_const, Finset.card_univ, Fintype.card_fin]

/-- Squaring the weight doubles the coupling of the action correction. -/
theorem weight_sq {N : ℕ} (c : ℝ) (x : Fin N → ℝ) : weight c x ^ 2 = weight (2 * c) x := by
  simp only [weight]
  rw [← Real.exp_nat_mul]
  congr 1
  push_cast
  ring

/-- The reweighting efficiency for `N` modes of variance `s > 0` is positive and has a closed
form, provided `1 + 4 c s > 0`. -/
theorem efficiency_eq (N : ℕ) {s : ℝ≥0} (hs : 0 < s) {c : ℝ} (hc : 0 < 1 + 4 * c * s) :
    0 < efficiency N s c ∧
      efficiency N s c = (√(1 + 4 * c * s) / (1 + 2 * c * s)) ^ N := by
  have h2 : 0 < 1 + 2 * c * s := by linarith
  suffices h0 : efficiency N s c = (√(1 + 4 * c * s) / (1 + 2 * c * s)) ^ N from
    ⟨by rw [h0]; exact pow_pos (div_pos (Real.sqrt_pos.2 hc) h2) N, h0⟩
  have h4 : 0 < 1 + 2 * (2 * c) * s := by linarith
  unfold efficiency
  simp_rw [weight_sq]
  rw [(mean_weight hs h2).2, (mean_weight hs h4).2, ← pow_mul, mul_comm N 2, pow_mul,
    ← div_pow]
  congr 1
  rw [div_pow, one_pow, Real.sq_sqrt h2.le,
    show 1 + 2 * (2 * c) * (s : ℝ) = 1 + 4 * c * s by ring]
  simp only [one_div, div_inv_eq_mul]
  ring

/-- Decay of the reweighting efficiency in the Gaussian model: for `s > 0`, `c ≠ 0` and
`1 + 4 c s > 0` the efficiency is positive, equals `(√(1 + 4 c s) / (1 + 2 c s)) ^ N` and tends to
zero as the number `N` of modes grows. -/
theorem reweighting_fails {s : ℝ≥0} (hs : 0 < s) {c : ℝ} (hc0 : c ≠ 0)
    (hc : 0 < 1 + 4 * c * s) :
    (∀ N, 0 < efficiency N s c ∧
      efficiency N s c = (√(1 + 4 * c * s) / (1 + 2 * c * s)) ^ N) ∧
      Tendsto (fun N => efficiency N s c) atTop (𝓝 0) := by
  refine ⟨fun N => efficiency_eq N hs hc, ?_⟩
  have hs' : (s : ℝ) ≠ 0 := by exact_mod_cast hs.ne'
  have h2 : 0 < 1 + 2 * c * s := by linarith
  have hpos : 0 < (c * s) ^ 2 := by positivity
  -- each mode contributes a factor strictly below one
  have hlt : √(1 + 4 * c * s) / (1 + 2 * c * s) < 1 := by
    rw [div_lt_one h2, Real.sqrt_lt' h2]
    nlinarith
  simp_rw [fun N => (efficiency_eq N hs hc).2]
  exact tendsto_pow_atTop_nhds_zero_of_lt_one (by positivity) hlt

/-- The square of `√(1 + 4 c s) / (1 + 2 c s)` is `1 - q ^ 2` with `q = 2 c s / (1 + 2 c s)`,
provided `1 + 4 c s > 0`. -/
theorem one_mode_sq {s : ℝ≥0} {c : ℝ} (hc : 0 < 1 + 4 * c * s) :
    (√(1 + 4 * c * s) / (1 + 2 * c * s)) ^ 2 = 1 - (2 * c * s / (1 + 2 * c * s)) ^ 2 := by
  have h2 : 1 + 2 * c * s ≠ 0 := by
    have : 0 < 1 + 2 * c * s := by linarith
    exact this.ne'
  rw [div_pow, div_pow, Real.sq_sqrt hc.le, eq_sub_iff_add_eq, ← add_div,
    div_eq_one_iff_eq (pow_ne_zero 2 h2)]
  ring

/-- With `q = 2 c s / (1 + 2 c s)`, `s > 0` and `1 + 4 c s > 0`, the squared efficiency equals
`(1 - q ^ 2) ^ N` and lies between `1 - N q ^ 2` and `exp (-N q ^ 2)`. -/
theorem efficiency_sq_bounds (N : ℕ) {s : ℝ≥0} (hs : 0 < s) {c : ℝ}
    (hc : 0 < 1 + 4 * c * s) :
    efficiency N s c ^ 2 = (1 - (2 * c * s / (1 + 2 * c * s)) ^ 2) ^ N ∧
      1 - N * (2 * c * s / (1 + 2 * c * s)) ^ 2 ≤ efficiency N s c ^ 2 ∧
      efficiency N s c ^ 2 ≤ Real.exp (-(N * (2 * c * s / (1 + 2 * c * s)) ^ 2)) := by
  have hq := one_mode_sq hc
  have hnn := sq_nonneg (√(1 + 4 * c * s) / (1 + 2 * c * s))
  rw [(efficiency_eq N hs hc).2, ← pow_mul, mul_comm N 2, pow_mul, hq]
  rw [hq] at hnn
  generalize (2 * c * s / (1 + 2 * c * s)) ^ 2 = t at hnn ⊢
  refine ⟨rfl, ?_, ?_⟩
  · -- Bernoulli's inequality
    have h := one_add_mul_le_pow (show (-2 : ℝ) ≤ -t by linarith) N
    calc 1 - N * t = 1 + N * (-t) := by ring
      _ ≤ (1 + -t) ^ N := h
      _ = (1 - t) ^ N := by rw [← sub_eq_add_neg]
  · have h : 1 - t ≤ Real.exp (-t) := by linarith [Real.add_one_le_exp (-t)]
    calc (1 - t) ^ N ≤ Real.exp (-t) ^ N := pow_le_pow_left₀ hnn h N
      _ = Real.exp (-(N * t)) := by
        rw [← Real.exp_nat_mul]
        congr 1
        ring

/-- A necessary condition for a prescribed efficiency: for `s > 0`, `1 + 4 c s > 0` and `η > 0`, the
requirement `η * mean (W ^ 2) ≤ (mean W) ^ 2` forces `N q ^ 2 ≤ -2 log η`, where
`q = 2 c s / (1 + 2 c s)`. -/
theorem system_size_bound (N : ℕ) {s : ℝ≥0} (hs : 0 < s) {c η : ℝ}
    (hc : 0 < 1 + 4 * c * s) (hη : 0 < η)
    (h : η * (∫ x, weight c x ^ 2 ∂pathMeasure N s) ≤
      (∫ x, weight c x ∂pathMeasure N s) ^ 2) :
    N * (2 * c * s / (1 + 2 * c * s)) ^ 2 ≤ -2 * Real.log η := by
  have h4 : 0 < 1 + 2 * (2 * c) * s := by linarith
  -- the second moment is positive, so the requirement bounds the efficiency itself
  have hpos : 0 < (∫ x, weight c x ^ 2 ∂pathMeasure N s) := by
    simp_rw [weight_sq]
    exact (mean_weight hs h4).1
  have he : η ≤ efficiency N s c := (le_div_iff₀ hpos).2 h
  have h1 := (pow_le_pow_left₀ hη.le he 2).trans (efficiency_sq_bounds N hs hc).2.2
  have h2 := Real.log_le_log (pow_pos hη 2) h1
  rw [Real.log_exp, Real.log_pow] at h2
  push_cast at h2
  linarith

end

end GaussianActionReweighting
```

```lean
#print axioms GaussianActionReweighting.reweighting_fails
#print axioms GaussianActionReweighting.system_size_bound
```

```
'GaussianActionReweighting.reweighting_fails' depends on axioms: [propext, Classical.choice, Quot.sound]
'GaussianActionReweighting.system_size_bound' depends on axioms: [propext, Classical.choice, Quot.sound]
```

## How the Lean statements express the model

`pathMeasure N s` is the product of $N$ copies of `gaussianReal 0 s`, whose second argument is the variance and not the standard deviation. The type `ℝ≥0` makes $s$ nonnegative, and `hs : 0 < s` excludes the degenerate case. A path is a function `Fin N → ℝ`, one real number per mode. `weight c x` is $W$, and `efficiency N s c` is the quotient of the two integrals over `pathMeasure N s`; the closed form is derived and not built into the definition.

The hypothesis `0 < 1 + 4 * c * s` is the condition for $W$ to have a finite second moment when there is at least one mode. It allows every positive $c$ and also negative $c$ above $-1/(4s)$. Lean assigns the value zero to the integral of a non-integrable function, so the positivity of the efficiency, stated alongside its value, shows that both means are genuine.

`reweighting_fails` says that, for `c ≠ 0`, the efficiency is positive and has the closed form for every $N$, and that it tends to zero. `efficiency_sq_bounds` contains the two-sided estimate. `system_size_bound` takes the requirement in the form $\eta\langle W^2\rangle\le\langle W\rangle^2$ and returns the limit on $Nq^2$. These last two theorems treat one $N$ at a time, so they also apply when $c$ is chosen differently for each system size.

## How the lemmas build the decay and the bounds

`mean_single_mode` does the Gaussian integral. It rewrites the mean as an integral against the density, merges the exponents, and applies Mathlib's `integral_gaussian`. `mean_weight` turns the exponential of a sum into a product and uses `integral_fintype_prod_eq_prod` for independence. `weight_sq` is the doubling of the coupling, and `efficiency_eq` combines it with `mean_weight`.

In `reweighting_fails`, the inequality $r<1$ is reduced to $1+4cs<(1+2cs)^2$, which `nlinarith` closes using the positivity of $(cs)^2$; the limit is then that of a geometric sequence. `one_mode_sq` proves $r^2=1-q^2$. `efficiency_sq_bounds` replaces $q^2$ by a single variable $t$ and applies Bernoulli's inequality and $1-t\le e^{-t}$, as above. `system_size_bound` first shows that $\langle W^2\rangle$ is positive, so that the requirement becomes $\eta\le E_N$, and then squares and takes logarithms.

## What a code can take from these theorems

Within the model, the closed form is an exact reference value for a test: choose $c>0$, so that the weights are bounded, draw independent normals, compute the weights, and compare the estimated efficiency with $r^N$ at an $N$ small enough for the sample to resolve it.

The model has one variance and one coupling for all modes. The normal modes of a real discretised path generally have different variances, and an anharmonic potential couples them and makes the correction non-quadratic. The decay theorem also keeps $c$ and $s$ fixed as $N$ grows. That describes adding more modes of the same kind; refining the time step of a given path usually changes both parameters.

The means are exact expectations, so the theorems say nothing about the scatter of an efficiency estimated from finitely many or correlated paths. They concern the weights alone and do not give the statistical error of any particular reweighted observable.
